# Coexistence criterion for two biquadratically coupled Landau order parameters

Once a free energy $F = a_1x^2 + a_2y^2 + b_1x^4 + b_2y^4 + g\,x^2y^2$ has been fitted for two order parameters $x$ and $y$, the next step is to decide whether both are nonzero in equilibrium. If $b_1>0$ and $g^2<4b_1b_2$, this takes no search over the energy surface: it is enough to check whether $2b_2a_1<g\,a_2$ and $2b_1a_2<g\,a_1$.

```lean
import Mathlib

namespace TetracriticalCoexistence

/-- Landau free energy of two order parameters `x` and `y` with biquadratic coupling `g`. -/
def freeEnergy (a₁ a₂ b₁ b₂ g x y : ℝ) : ℝ :=
  a₁ * x ^ 2 + a₂ * y ^ 2 + b₁ * x ^ 4 + b₂ * y ^ 4 + g * x ^ 2 * y ^ 2

/-- The pair `(x, y)` is an equilibrium state: it minimizes the free energy globally. -/
def IsEquilibrium (a₁ a₂ b₁ b₂ g x y : ℝ) : Prop :=
  ∀ x' y' : ℝ, freeEnergy a₁ a₂ b₁ b₂ g x y ≤ freeEnergy a₁ a₂ b₁ b₂ g x' y'

variable {a₁ a₂ b₁ b₂ g x y : ℝ}

/-- Exchanging the two order parameters together with their coefficients maps equilibrium
states to equilibrium states. -/
theorem IsEquilibrium.swap (h : IsEquilibrium a₁ a₂ b₁ b₂ g x y) :
    IsEquilibrium a₂ a₁ b₂ b₁ g y x := by
  intro y' x'
  have := h x' y'
  unfold freeEnergy at *
  linarith

/-- In an equilibrium state with `x ≠ 0`, the amplitudes obey the equation of state
`a₁ + 2 b₁ x² + g y² = 0`. -/
theorem equation_of_state (h : IsEquilibrium a₁ a₂ b₁ b₂ g x y) (hx : x ≠ 0) :
    a₁ + 2 * b₁ * x ^ 2 + g * y ^ 2 = 0 := by
  -- the part of the free energy that depends on the first order parameter
  have hmin : IsLocalMin (fun s : ℝ => (a₁ + g * y ^ 2) * s ^ 2 + b₁ * s ^ 4) x := by
    refine Filter.Eventually.of_forall (fun s => ?_)
    have := h s y
    unfold freeEnergy at this
    show (a₁ + g * y ^ 2) * x ^ 2 + b₁ * x ^ 4 ≤ (a₁ + g * y ^ 2) * s ^ 2 + b₁ * s ^ 4
    linarith
  have hd : HasDerivAt (fun s : ℝ => (a₁ + g * y ^ 2) * s ^ 2 + b₁ * s ^ 4)
      (2 * x * (a₁ + 2 * b₁ * x ^ 2 + g * y ^ 2)) x :=
    (((hasDerivAt_pow 2 x).const_mul (a₁ + g * y ^ 2)).fun_add
      ((hasDerivAt_pow 4 x).const_mul b₁)).congr_deriv (by norm_num; ring)
  exact (mul_eq_zero.1 (hmin.hasDerivAt_eq_zero hd)).resolve_left
    (mul_ne_zero two_ne_zero hx)

/-- Measured from a state that obeys both equations of state, the free energy is a pure
quadratic form in the changes of the squared amplitudes. -/
theorem energy_excess (e₁ : a₁ + 2 * b₁ * x ^ 2 + g * y ^ 2 = 0)
    (e₂ : a₂ + 2 * b₂ * y ^ 2 + g * x ^ 2 = 0) (x' y' : ℝ) :
    freeEnergy a₁ a₂ b₁ b₂ g x' y' - freeEnergy a₁ a₂ b₁ b₂ g x y =
      b₁ * (x' ^ 2 - x ^ 2) ^ 2 + g * (x' ^ 2 - x ^ 2) * (y' ^ 2 - y ^ 2)
        + b₂ * (y' ^ 2 - y ^ 2) ^ 2 := by
  unfold freeEnergy
  linear_combination (x' ^ 2 - x ^ 2) * e₁ + (y' ^ 2 - y ^ 2) * e₂

/-- For `b₁ > 0` and `g² < 4 b₁ b₂` the quadratic form of the quartic terms is nonnegative and
vanishes only at the origin. -/
theorem quartic_form_posDef (hb : 0 < b₁) (hg : g ^ 2 < 4 * b₁ * b₂) (p q : ℝ) :
    0 ≤ b₁ * p ^ 2 + g * p * q + b₂ * q ^ 2 ∧
      (b₁ * p ^ 2 + g * p * q + b₂ * q ^ 2 = 0 → p = 0 ∧ q = 0) := by
  -- complete the square
  have key : 4 * b₁ * (b₁ * p ^ 2 + g * p * q + b₂ * q ^ 2) =
      (2 * b₁ * p + g * q) ^ 2 + (4 * b₁ * b₂ - g ^ 2) * q ^ 2 := by ring
  have hD : 0 < 4 * b₁ * b₂ - g ^ 2 := sub_pos.2 hg
  have hq := mul_nonneg hD.le (sq_nonneg q)
  have hs := sq_nonneg (2 * b₁ * p + g * q)
  constructor
  · have h0 : 0 ≤ 4 * b₁ * (b₁ * p ^ 2 + g * p * q + b₂ * q ^ 2) := by
      rw [key]
      exact add_nonneg hs hq
    exact (mul_nonneg_iff_of_pos_left (by positivity : 0 < 4 * b₁)).1 h0
  · intro h
    rw [h, mul_zero] at key
    have hq0 : (4 * b₁ * b₂ - g ^ 2) * q ^ 2 = 0 := le_antisymm (by linarith) hq
    have q0 : q = 0 :=
      (pow_eq_zero_iff two_ne_zero).1 ((mul_eq_zero.1 hq0).resolve_left hD.ne')
    rw [q0] at h
    have hp0 : b₁ * p ^ 2 = 0 := by linear_combination h
    exact ⟨(pow_eq_zero_iff two_ne_zero).1 ((mul_eq_zero.1 hp0).resolve_left hb.ne'), q0⟩

/-- Let `b₁ > 0`, `g² < 4 b₁ b₂`, `2 b₂ a₁ < g a₂` and `2 b₁ a₂ < g a₁`. Then the equilibrium
states are exactly the pairs with the stated squared amplitudes. -/
theorem equilibrium_iff_amplitudes (hb : 0 < b₁) (hg : g ^ 2 < 4 * b₁ * b₂)
    (h₁ : 2 * b₂ * a₁ < g * a₂) (h₂ : 2 * b₁ * a₂ < g * a₁) (x y : ℝ) :
    IsEquilibrium a₁ a₂ b₁ b₂ g x y ↔
      x ^ 2 = (g * a₂ - 2 * b₂ * a₁) / (4 * b₁ * b₂ - g ^ 2) ∧
      y ^ 2 = (g * a₁ - 2 * b₁ * a₂) / (4 * b₁ * b₂ - g ^ 2) := by
  have hD : 0 < 4 * b₁ * b₂ - g ^ 2 := sub_pos.2 hg
  -- the stated amplitudes solve both equations of state
  have state : ∀ u v : ℝ, u ^ 2 = (g * a₂ - 2 * b₂ * a₁) / (4 * b₁ * b₂ - g ^ 2) →
      v ^ 2 = (g * a₁ - 2 * b₁ * a₂) / (4 * b₁ * b₂ - g ^ 2) →
      a₁ + 2 * b₁ * u ^ 2 + g * v ^ 2 = 0 ∧ a₂ + 2 * b₂ * v ^ 2 + g * u ^ 2 = 0 := by
    intro u v hu hv
    rw [eq_div_iff hD.ne'] at hu hv
    constructor
    · apply mul_left_cancel₀ hD.ne'
      linear_combination 2 * b₁ * hu + g * hv
    · apply mul_left_cancel₀ hD.ne'
      linear_combination 2 * b₂ * hv + g * hu
  constructor
  · intro h
    -- compare with the state built from the square roots
    have hu := Real.sq_sqrt (div_pos (sub_pos.2 h₁) hD).le
    have hv := Real.sq_sqrt (div_pos (sub_pos.2 h₂) hD).le
    obtain ⟨e₁, e₂⟩ := state _ _ hu hv
    have ex := energy_excess e₁ e₂ x y
    have hle := h (√((g * a₂ - 2 * b₂ * a₁) / (4 * b₁ * b₂ - g ^ 2)))
      (√((g * a₁ - 2 * b₁ * a₂) / (4 * b₁ * b₂ - g ^ 2)))
    obtain ⟨pos, zero⟩ := quartic_form_posDef hb hg
      (x ^ 2 - √((g * a₂ - 2 * b₂ * a₁) / (4 * b₁ * b₂ - g ^ 2)) ^ 2)
      (y ^ 2 - √((g * a₁ - 2 * b₁ * a₂) / (4 * b₁ * b₂ - g ^ 2)) ^ 2)
    obtain ⟨p0, q0⟩ := zero (le_antisymm (by rw [← ex]; exact sub_nonpos.2 hle) pos)
    exact ⟨(sub_eq_zero.1 p0).trans hu, (sub_eq_zero.1 q0).trans hv⟩
  · rintro ⟨hx, hy⟩ x' y'
    obtain ⟨e₁, e₂⟩ := state x y hx hy
    have pos := (quartic_form_posDef hb hg (x' ^ 2 - x ^ 2) (y' ^ 2 - y ^ 2)).1
    rw [← energy_excess e₁ e₂ x' y'] at pos
    exact sub_nonneg.1 pos

/-- Tetracritical coexistence: for `b₁ > 0` and `g² < 4 b₁ b₂`, an equilibrium state with both
orders nonzero exists if and only if `2 b₂ a₁ < g a₂` and `2 b₁ a₂ < g a₁`. -/
theorem coexistence_iff (hb : 0 < b₁) (hg : g ^ 2 < 4 * b₁ * b₂) :
    (∃ x y : ℝ, x ≠ 0 ∧ y ≠ 0 ∧ IsEquilibrium a₁ a₂ b₁ b₂ g x y) ↔
      2 * b₂ * a₁ < g * a₂ ∧ 2 * b₁ * a₂ < g * a₁ := by
  have hD : 0 < 4 * b₁ * b₂ - g ^ 2 := sub_pos.2 hg
  constructor
  · rintro ⟨x, y, hx, hy, h⟩
    have e₁ := equation_of_state h hx
    have e₂ := equation_of_state h.swap hy
    -- solve the two linear equations for the squared amplitudes
    have k₁ : (4 * b₁ * b₂ - g ^ 2) * x ^ 2 = g * a₂ - 2 * b₂ * a₁ := by
      linear_combination 2 * b₂ * e₁ - g * e₂
    have k₂ : (4 * b₁ * b₂ - g ^ 2) * y ^ 2 = g * a₁ - 2 * b₁ * a₂ := by
      linear_combination 2 * b₁ * e₂ - g * e₁
    have p₁ := mul_pos hD (by positivity : 0 < x ^ 2)
    have p₂ := mul_pos hD (by positivity : 0 < y ^ 2)
    constructor <;> linarith
  · rintro ⟨h₁, h₂⟩
    have hu := div_pos (sub_pos.2 h₁) hD
    have hv := div_pos (sub_pos.2 h₂) hD
    exact ⟨_, _, (Real.sqrt_pos.2 hu).ne', (Real.sqrt_pos.2 hv).ne',
      (equilibrium_iff_amplitudes hb hg h₁ h₂ _ _).2 ⟨Real.sq_sqrt hu.le, Real.sq_sqrt hv.le⟩⟩

/-- For `g² < 4 b₁ b₂`, this is the free energy of an equilibrium state in which both orders
are nonzero. -/
theorem coexistence_energy (hg : g ^ 2 < 4 * b₁ * b₂) (hx : x ≠ 0) (hy : y ≠ 0)
    (h : IsEquilibrium a₁ a₂ b₁ b₂ g x y) :
    freeEnergy a₁ a₂ b₁ b₂ g x y =
      (g * a₁ * a₂ - b₂ * a₁ ^ 2 - b₁ * a₂ ^ 2) / (4 * b₁ * b₂ - g ^ 2) := by
  have e₁ := equation_of_state h hx
  have e₂ := equation_of_state h.swap hy
  rw [eq_div_iff (sub_pos.2 hg).ne']
  unfold freeEnergy
  linear_combination (4 * b₁ * b₂ - g ^ 2) * (x ^ 2 / 2 * e₁ + y ^ 2 / 2 * e₂)
    + a₁ / 2 * (2 * b₂ * e₁ - g * e₂) + a₂ / 2 * (2 * b₁ * e₂ - g * e₁)

/-- For `b₁ > 0` and `g² > 4 b₁ b₂`, at least one of the two orders vanishes in every
equilibrium state. -/
theorem no_coexistence_of_strong_coupling (hb : 0 < b₁) (hg : 4 * b₁ * b₂ < g ^ 2)
    (h : IsEquilibrium a₁ a₂ b₁ b₂ g x y) : x = 0 ∨ y = 0 := by
  by_contra hxy
  obtain ⟨hx, hy⟩ := not_or.1 hxy
  have e₁ := equation_of_state h hx
  have e₂ := equation_of_state h.swap hy
  -- a step small enough to keep the squared amplitudes nonnegative
  obtain ⟨t, ht, htx⟩ : ∃ t : ℝ, 0 < t ∧ g * t ≤ x ^ 2 := by
    refine ⟨x ^ 2 / (|g| + 1), by positivity, ?_⟩
    rw [← mul_div_assoc, div_le_iff₀ (by positivity)]
    nlinarith [mul_le_mul_of_nonneg_right (le_abs_self g) (sq_nonneg x), sq_nonneg x]
  have hX := Real.sq_sqrt (sub_nonneg.2 htx)
  have hY := Real.sq_sqrt (by positivity : 0 ≤ y ^ 2 + 2 * b₁ * t)
  -- the free energy decreases along this direction
  have ex := energy_excess e₁ e₂ (√(x ^ 2 - g * t)) (√(y ^ 2 + 2 * b₁ * t))
  rw [hX, hY] at ex
  have hle := h (√(x ^ 2 - g * t)) (√(y ^ 2 + 2 * b₁ * t))
  have neg : b₁ * t ^ 2 * (4 * b₁ * b₂ - g ^ 2) < 0 :=
    mul_neg_of_pos_of_neg (by positivity) (sub_neg.2 hg)
  linarith

end TetracriticalCoexistence
```

```lean
#print axioms TetracriticalCoexistence.coexistence_iff
#print axioms TetracriticalCoexistence.coexistence_energy
#print axioms TetracriticalCoexistence.no_coexistence_of_strong_coupling
```

```
'TetracriticalCoexistence.coexistence_iff' depends on axioms: [propext, Classical.choice, Quot.sound]
'TetracriticalCoexistence.coexistence_energy' depends on axioms: [propext, Classical.choice, Quot.sound]
'TetracriticalCoexistence.no_coexistence_of_strong_coupling' depends on axioms: [propext, Classical.choice, Quot.sound]
```

## The mixed phase and its boundaries

Two kinds of order in one material, such as magnetism and superconductivity, may exclude each other or appear together. `coexistence_iff` says that, under the two conditions on the quartic coefficients, a state with $x\neq0$ and $y\neq0$ that minimizes $F$ exists exactly when both linear inequalities hold. `equilibrium_iff_amplitudes` adds that the minimizers are then exactly the pairs with

$$x^2=\frac{g a_2-2b_2a_1}{D},\qquad y^2=\frac{g a_1-2b_1a_2}{D},\qquad D=4b_1b_2-g^2 .$$

These are four pairs $(x,y)$, which differ only in the signs of $x$ and $y$. They need not be four distinct physical states: the sign of a superconducting order parameter, for instance, is a global phase.

In the $(a_1,a_2)$ plane the inequalities cut out an open wedge with its tip at the origin. The tip is the tetracritical point, where the mixed phase meets the disordered phase and the two phases with a single order. The theorem settles the mixed region and leaves the rest of this phase diagram open.

## What the Lean definitions stand for

`freeEnergy` is $F$ as a function of real numbers, without the factors $1/2$ and $1/4$ that many textbooks put in front of the coefficients. `IsEquilibrium` means that no other pair has a lower free energy. This is narrower than a usage that also calls metastable states equilibria.

In `coexistence_iff` the hypothesis `hb` is $b_1>0$, and `hg` is $g^2<4b_1b_2$; together they force $b_2>0$. (In `no_coexistence_of_strong_coupling` the name `hg` stands for the opposite inequality, $4b_1b_2<g^2$.) Physically, the two conditions of `coexistence_iff` say that the quartic terms confine both amplitudes and that the coupling is weak compared with this confinement. The signs of $a_1$, $a_2$ and $g$ are free.

Applying the model to a material means replacing its thermodynamic potential by the polynomial $F$, without gradients, fluctuations, higher powers or other couplings such as $xy$ and $x^2y$. Within these restrictions, and under the two conditions on the quartic coefficients, the criterion tells whether an $F$ fitted to electronic-structure energies for two distortion amplitudes predicts a mixed ground state.

## Why the inequalities are necessary

At a minimum with $x\neq0$, the derivative

$$\frac{\partial F}{\partial x}=2x\,(a_1+2b_1x^2+g y^2)$$

vanishes, so the bracket is zero. `equation_of_state` proves this by holding $y$ fixed and applying the derivative test for a local minimum. `IsEquilibrium.swap` exchanges the two orders and so supplies the second equation:

$$a_1+2b_1x^2+g y^2=0,\qquad a_2+2b_2y^2+g x^2=0 .$$

Take $2b_2$ times the first minus $g$ times the second. The $y^2$ terms cancel, which leaves $D\,x^2=g a_2-2b_2a_1$. In the same way, $D\,y^2=g a_1-2b_1a_2$. Since $D$, $x^2$ and $y^2$ are positive, both right-hand sides are positive. In `coexistence_iff` these eliminations are the two `linear_combination` lines `k₁` and `k₂`.

## Why they are sufficient

If the inequalities hold, the two fractions above are positive and have real square roots. Substitution shows that they solve both equations of state; for the first,

$$a_1D+2b_1(g a_2-2b_2a_1)+g(g a_1-2b_1a_2)=0 .$$

To see that this solution is a global minimum, compare it with any other pair $(x',y')$. Let $p=x'^2-x^2$ and $q=y'^2-y^2$. Then $x'^4-x^4=2x^2p+p^2$, likewise for $y$, and $x'^2y'^2-x^2y^2=y^2p+x^2q+pq$. Collecting terms gives

$$F(x',y')-F(x,y)=p\,(a_1+2b_1x^2+g y^2)+q\,(a_2+2b_2y^2+g x^2)+b_1p^2+g\,pq+b_2q^2 .$$

Both brackets vanish, and the remaining quadratic form is the content of `energy_excess`. `quartic_form_posDef` completes the square:

$$4b_1(b_1p^2+g\,pq+b_2q^2)=(2b_1p+g q)^2+D\,q^2 .$$

The form is therefore nonnegative, and it is zero only for $p=q=0$. Nonnegativity makes the solution a minimizer. The zero condition forces every other minimizer to have the same squared amplitudes, which `equilibrium_iff_amplitudes` obtains by comparing it with the state built from the square roots.

## Energy of the mixed phase, and strong coupling

Multiply the equations of state by $x^2$ and $y^2$ and add them. The quartic part of $F$ then equals $-\tfrac12(a_1x^2+a_2y^2)$, so $F=\tfrac12(a_1x^2+a_2y^2)$. Inserting the amplitudes gives `coexistence_energy`:

$$F=\frac{g a_1a_2-b_2a_1^2-b_1a_2^2}{D}.$$

For $b_1>0$ and $g^2>4b_1b_2$, `no_coexistence_of_strong_coupling` shows that at least one order vanishes in every equilibrium state. If both were nonzero, the step $p=-g t$, $q=2b_1t$ with $t>0$ would change $F$ by $b_1t^2(4b_1b_2-g^2)<0$. The choice $t=x^2/(|g|+1)$ keeps both squared amplitudes nonnegative, so the step leads to a real state of lower free energy. For $g<0$ the statement is empty, because $F$ is then unbounded below and has no minimizer.

The same expansion, applied without Lean to a state with $y=0$, settles the phase with a single order. For $b_1>0$ and $g^2<4b_1b_2$, a minimizer with $x\neq0$ and $y=0$ exists exactly when $a_1<0$ and $2b_1a_2\ge g a_1$. Here $x^2=-a_1/(2b_1)$, and the second condition says that the coefficient $a_2+g x^2$ of $q=y'^2$ is not negative.

## A numerical instance

Take $b_1=b_2=g=1$, $a_1=-4$ and $a_2=-5$, so $D=3$. The inequalities read $-8<-5$ and $-10<-4$, and both hold. The amplitudes are $x^2=(-5+8)/3=1$ and $y^2=(-4+10)/3=2$. Directly, $F=-4-10+1+4+2=-7$, and the closed formula gives $(20-16-25)/3=-7$. The best states with a single order reach only $-4$ and $-6.25$.

If $a_2$ is changed to $-1$, the second inequality becomes $-2<-4$ and fails. There is then no mixed phase, although $a_1$ and $a_2$ are both negative.
